# Normalised, non-negative spectral weights give a self-energy with Im S ≤ 0 in the upper half-plane

Let $l_k$ be finitely many real levels with weights $w_k\ge 0$, $\sum_k w_k=1$, and let $G(z)=\sum_k w_k/(z-l_k)$. If $\operatorname{Im}z>0$, then $G(z)\neq0$ and $\operatorname{Im}(1/G)\ge\operatorname{Im}z$. Hence $S=z-e-1/G$ has $\operatorname{Im}S\le0$ for every real reference level $e$.

The diagonal resolvent element $\langle\varphi|(z-H)^{-1}|\varphi\rangle$ of a finite Hermitian matrix $H$, with $\varphi$ normalised, has this form. "Causal" here means the sign of $\operatorname{Im}S$ in the upper half-plane. Analyticity, matrix-valued self-energies, continuous spectra and the limit onto the real axis are not treated.

## Definitions

The finite type `ι` labels the levels.

```lean
import Mathlib

namespace CausalSelfEnergy

noncomputable section

variable {ι : Type*} [Fintype ι]
```

The functions `w` and `l` give real weights and levels; `green w l z` is $G(z)$.

```lean
/-- The Green's function with real levels `l k` and spectral weights `w k`. -/
def green (w l : ι → ℝ) (z : ℂ) : ℂ := ∑ k, (w k : ℂ) * (z - (l k : ℂ))⁻¹
```

The self-energy is the inverse bare propagator minus the inverse Green's function. Lean sets $0^{-1}=0$, so this definition is accepted before $G\neq0$ is known; the proof of that comes below.

```lean
/-- The self-energy relative to a reference level `e`: the difference between the
inverse bare propagator `z - e` and the inverse Green's function. -/
def selfEnergy (w l : ι → ℝ) (e : ℝ) (z : ℂ) : ℂ := z - (e : ℂ) - (green w l z)⁻¹
```

Write $g_k=(z-l_k)^{-1}$ for the single-level propagators. Their weighted mean is $G$, and their spread is $D=\sum_k w_k|g_k-G|^2$. Lean's `Complex.normSq` is the squared modulus.

```lean
/-- The weighted spread of the single-level propagators about the Green's function. -/
def spread (w l : ι → ℝ) (z : ℂ) : ℝ :=
  ∑ k, w k * Complex.normSq ((z - (l k : ℂ))⁻¹ - green w l z)
```

## The variance identity

For complex $g_k$ with mean $m=\sum_k w_kg_k$,
$$|g_k-m|^2=|g_k|^2-2\operatorname{Re}m\operatorname{Re}g_k-2\operatorname{Im}m\operatorname{Im}g_k+|m|^2.$$
Multiply by $w_k$ and sum. The middle terms give $-2|m|^2$ and, by normalisation, the last gives $|m|^2$, so
$$\sum_k w_k|g_k-m|^2=\sum_k w_k|g_k|^2-|m|^2.$$
In the proof, `hterm` is the expansion, while `hre` and `him` identify the summed real and imaginary parts. The signs of the weights play no role yet.

```lean
/-- For normalised weights, the variance of complex amplitudes is their mean square
modulus minus the square modulus of their mean. -/
theorem weighted_variance (w : ι → ℝ) (g : ι → ℂ) (hw : ∑ k, w k = 1) :
    ∑ k, w k * Complex.normSq (g k - ∑ j, (w j : ℂ) * g j)
      = ∑ k, w k * Complex.normSq (g k) - Complex.normSq (∑ j, (w j : ℂ) * g j) := by
  obtain ⟨m, hm⟩ : ∃ m : ℂ, m = ∑ j, (w j : ℂ) * g j := ⟨_, rfl⟩
  rw [← hm]
  have hre : ∑ k, w k * (g k).re = m.re := by
    rw [hm, Complex.re_sum]
    exact Finset.sum_congr rfl fun k _ => (Complex.re_ofReal_mul _ _).symm
  have him : ∑ k, w k * (g k).im = m.im := by
    rw [hm, Complex.im_sum]
    exact Finset.sum_congr rfl fun k _ => (Complex.im_ofReal_mul _ _).symm
  -- expand each square and sum term by term
  have hterm : ∀ k, w k * Complex.normSq (g k - m)
      = w k * Complex.normSq (g k) - (2 * m.re) * (w k * (g k).re)
        - (2 * m.im) * (w k * (g k).im) + Complex.normSq m * w k := by
    intro k
    simp only [Complex.normSq_apply, Complex.sub_re, Complex.sub_im]
    ring
  rw [Finset.sum_congr rfl fun k _ => hterm k]
  simp only [Finset.sum_add_distrib, Finset.sum_sub_distrib, ← Finset.mul_sum]
  rw [hre, him, hw, Complex.normSq_apply m]
  ring
```

## The imaginary part of G

Since $l_k$ is real, $\operatorname{Im}g_k=-\operatorname{Im}z\,|g_k|^2$. Summing and using the variance identity,
$$-\operatorname{Im}G=\operatorname{Im}z\sum_k w_k|g_k|^2=\operatorname{Im}z\,(|G|^2+D).$$
The two equalities are `him` and `hs`.

```lean
/-- For normalised weights, the negative imaginary part of the Green's function is
`Im z` times the sum of its square modulus and the spread of the propagators. -/
theorem neg_green_im (w l : ι → ℝ) (z : ℂ) (hw : ∑ k, w k = 1) :
    -(green w l z).im = z.im * (Complex.normSq (green w l z) + spread w l z) := by
  have hs : spread w l z = ∑ k, w k * Complex.normSq ((z - (l k : ℂ))⁻¹)
      - Complex.normSq (green w l z) :=
    weighted_variance w (fun k => (z - (l k : ℂ))⁻¹) hw
  have him : (green w l z).im
      = -z.im * ∑ k, w k * Complex.normSq ((z - (l k : ℂ))⁻¹) := by
    unfold green
    rw [Complex.im_sum, Finset.mul_sum]
    refine Finset.sum_congr rfl fun k _ => ?_
    rw [Complex.im_ofReal_mul, Complex.inv_im, map_inv₀]
    simp only [Complex.sub_im, Complex.ofReal_im, sub_zero]
    ring
  rw [him, hs]
  ring
```

## G has no zero in the upper half-plane

First, $z-a\neq0$ for real $a$, because its imaginary part is $\operatorname{Im}z>0$.

```lean
/-- A frequency in the upper half-plane never meets a real level. -/
theorem sub_level_ne_zero {z : ℂ} (hz : 0 < z.im) (a : ℝ) : z - (a : ℂ) ≠ 0 := by
  intro h
  have h1 := congrArg Complex.im h
  rw [Complex.sub_im, Complex.ofReal_im, Complex.zero_im] at h1
  linarith
```

Suppose $G=0$. The previous formula gives $\operatorname{Im}z\,D=0$, so $D=0$. All terms of $D$ are non-negative, so each $w_k|g_k|^2$ vanishes. But $g_k\neq0$, so every $w_k=0$, contradicting $\sum_k w_k=1$.

```lean
/-- With normalised non-negative weights, the Green's function has no zero in the
upper half-plane. -/
theorem green_ne_zero (w l : ι → ℝ) {z : ℂ} (hw0 : ∀ k, 0 ≤ w k)
    (hw : ∑ k, w k = 1) (hz : 0 < z.im) : green w l z ≠ 0 := by
  intro h
  have h0 := neg_green_im w l z hw
  rw [h, Complex.zero_im, map_zero] at h0
  have h1 : z.im * spread w l z = 0 := by linarith
  have hs := (mul_eq_zero.mp h1).resolve_left hz.ne'
  unfold spread at hs
  rw [Finset.sum_eq_zero_iff_of_nonneg
    (fun k _ => mul_nonneg (hw0 k) (Complex.normSq_nonneg _))] at hs
  -- a vanishing spread about zero would force every weight to vanish
  have hall : ∀ k, w k = 0 := by
    intro k
    have hk := hs k (Finset.mem_univ k)
    rw [h, sub_zero] at hk
    exact (mul_eq_zero.mp hk).resolve_right
      (Complex.normSq_pos.mpr (inv_ne_zero (sub_level_ne_zero hz (l k)))).ne'
  rw [Finset.sum_eq_zero (fun k _ => hall k)] at hw
  exact zero_ne_one hw
```

Therefore $z-e-S=1/G$ can be multiplied by $G$, which gives the scalar Dyson equation $(z-e-S)G=1$.

```lean
/-- The Dyson equation: for normalised non-negative weights and `Im z > 0`,
`z - e - S` is the inverse of the Green's function. -/
theorem dyson (w l : ι → ℝ) (e : ℝ) {z : ℂ} (hw0 : ∀ k, 0 ≤ w k)
    (hw : ∑ k, w k = 1) (hz : 0 < z.im) :
    (z - (e : ℂ) - selfEnergy w l e z) * green w l z = 1 := by
  have h : z - (e : ℂ) - selfEnergy w l e z = (green w l z)⁻¹ := by
    unfold selfEnergy
    ring
  rw [h, inv_mul_cancel₀ (green_ne_zero w l hw0 hw hz)]
```

## The sign of Im S

From $\operatorname{Im}(1/G)=-\operatorname{Im}G/|G|^2$,
$$\operatorname{Im}S=\operatorname{Im}z-\operatorname{Im}z\,\frac{|G|^2+D}{|G|^2}=-\operatorname{Im}z\,\frac{D}{|G|^2}.$$

```lean
/-- For normalised non-negative weights and `Im z > 0`, the imaginary part of the
self-energy is `-Im z` times the spread of the
propagators relative to the square modulus of the Green's function. -/
theorem selfEnergy_im (w l : ι → ℝ) (e : ℝ) {z : ℂ} (hw0 : ∀ k, 0 ≤ w k)
    (hw : ∑ k, w k = 1) (hz : 0 < z.im) :
    (selfEnergy w l e z).im
      = -z.im * (spread w l z / Complex.normSq (green w l z)) := by
  have hN := (Complex.normSq_pos.mpr (green_ne_zero w l hw0 hw hz)).ne'
  unfold selfEnergy
  rw [Complex.sub_im, Complex.sub_im, Complex.ofReal_im, Complex.inv_im,
    neg_green_im w l z hw, mul_div_assoc, add_div, div_self hN]
  ring
```

Non-negative weights make $D\ge0$, so $\operatorname{Im}S\le0$. Taking $e=0$ turns this into $\operatorname{Im}(1/G)\ge\operatorname{Im}z$, which is how the proof obtains the middle claim.

```lean
/-- Causality of the self-energy: for normalised non-negative weights and `Im z > 0`,
the Green's function is nonzero, `Im (1/G) ≥ Im z`, and `Im S ≤ 0` for every real
reference level. -/
theorem causal_selfEnergy (w l : ι → ℝ) {z : ℂ} (hw0 : ∀ k, 0 ≤ w k)
    (hw : ∑ k, w k = 1) (hz : 0 < z.im) :
    green w l z ≠ 0 ∧ z.im ≤ (1 / green w l z).im ∧
      ∀ e : ℝ, (selfEnergy w l e z).im ≤ 0 := by
  have hS : ∀ e : ℝ, (selfEnergy w l e z).im ≤ 0 := by
    intro e
    rw [selfEnergy_im w l e hw0 hw hz]
    have h1 : 0 ≤ spread w l z :=
      Finset.sum_nonneg fun k _ => mul_nonneg (hw0 k) (Complex.normSq_nonneg _)
    have h2 := mul_nonneg hz.le (div_nonneg h1 (Complex.normSq_nonneg (green w l z)))
    linarith
  refine ⟨green_ne_zero w l hw0 hw hz, ?_, hS⟩
  have h := hS 0
  unfold selfEnergy at h
  rw [Complex.sub_im, Complex.sub_im, Complex.ofReal_im] at h
  rw [one_div]
  linarith
```

A pencil-and-paper example shows what a negative weight can do. Take weights $2$ and $-1$ at levels $0$ and $1$. They sum to 1, but
$$G=\frac{z-2}{z(z-1)},\qquad S=-e-1-\frac{2}{z-2},$$
so $\operatorname{Im}S=2\operatorname{Im}z/|z-2|^2>0$ throughout the upper half-plane, although $G$ has no zero there.

## When Im S vanishes

By the exact formula, $\operatorname{Im}S=0$ means $D=0$. Then $g_k=G$ whenever $w_k\neq0$, and inverting the propagators shows that these levels coincide. Conversely, if they coincide, $G$ equals their common propagator and every term of $D$ is zero. The two bullets of the proof follow these two directions.

```lean
/-- For normalised non-negative weights, the imaginary part of the self-energy
vanishes at a point of the upper half-plane
exactly when all levels of nonzero weight coincide. -/
theorem selfEnergy_im_eq_zero_iff (w l : ι → ℝ) (e : ℝ) {z : ℂ} (hw0 : ∀ k, 0 ≤ w k)
    (hw : ∑ k, w k = 1) (hz : 0 < z.im) :
    (selfEnergy w l e z).im = 0 ↔ ∀ j k, w j ≠ 0 → w k ≠ 0 → l j = l k := by
  have hN := (Complex.normSq_pos.mpr (green_ne_zero w l hw0 hw hz)).ne'
  rw [selfEnergy_im w l e hw0 hw hz]
  constructor
  · intro h
    have hd := (mul_eq_zero.mp h).resolve_left (neg_ne_zero.mpr hz.ne')
    have hs := (div_eq_zero_iff.mp hd).resolve_right hN
    unfold spread at hs
    rw [Finset.sum_eq_zero_iff_of_nonneg
      (fun k _ => mul_nonneg (hw0 k) (Complex.normSq_nonneg _))] at hs
    -- every propagator of nonzero weight equals the mean
    have hg : ∀ k, w k ≠ 0 → (z - (l k : ℂ))⁻¹ = green w l z := fun k hk =>
      sub_eq_zero.mp (Complex.normSq_eq_zero.mp
        ((mul_eq_zero.mp (hs k (Finset.mem_univ k))).resolve_left hk))
    intro j k hj hk
    have hjk := inv_injective ((hg j hj).trans (hg k hk).symm)
    exact Complex.ofReal_injective (sub_right_injective hjk)
  · intro hl
    have hG : ∀ k, w k ≠ 0 → green w l z = (z - (l k : ℂ))⁻¹ := by
      intro k hk
      have h1 : green w l z = ∑ j, (w j : ℂ) * (z - (l k : ℂ))⁻¹ := by
        unfold green
        refine Finset.sum_congr rfl fun j _ => ?_
        by_cases hj : w j = 0
        · rw [hj, Complex.ofReal_zero, zero_mul, zero_mul]
        · rw [hl j k hj hk]
      rw [h1, ← Finset.sum_mul, ← Complex.ofReal_sum, hw, Complex.ofReal_one, one_mul]
    have hs : spread w l z = 0 := by
      unfold spread
      refine Finset.sum_eq_zero fun k _ => ?_
      by_cases hk : w k = 0
      · rw [hk, zero_mul]
      · rw [hG k hk, sub_self, map_zero, mul_zero]
    rw [hs, zero_div, mul_zero]
```

## Two levels

For levels $\pm t$ with weights $\tfrac12$ and $e=0$,
$$G=\frac12\left(\frac1{z-t}+\frac1{z+t}\right)=\frac{z}{z^2-t^2},\qquad S=z-\frac{z^2-t^2}{z}=\frac{t^2}{z}.$$
This is the self-energy that one site of a non-interacting dimer, with hopping $t$ and zero site energies, acquires from the other site. In Lean, `![t, -t]` lists the levels and `hG` is the closed form of $G$.

```lean
/-- Two equally weighted levels at `t` and `-t`, with reference level zero, have the
self-energy `t ^ 2 / z` in the upper half-plane. -/
theorem two_level_selfEnergy (t : ℝ) {z : ℂ} (hz : 0 < z.im) :
    selfEnergy (fun _ : Fin 2 => (1 / 2 : ℝ)) ![t, -t] 0 z = (t : ℂ) ^ 2 / z := by
  have h0 : z ≠ 0 := by simpa using sub_level_ne_zero hz 0
  have h1 : z - (t : ℂ) ≠ 0 := sub_level_ne_zero hz t
  have h2 : z + (t : ℂ) ≠ 0 := by simpa using sub_level_ne_zero hz (-t)
  have hG : green (fun _ : Fin 2 => (1 / 2 : ℝ)) ![t, -t] z
      = z / ((z - (t : ℂ)) * (z + (t : ℂ))) := by
    simp only [green, Fin.sum_univ_two, Matrix.cons_val_zero, Matrix.cons_val_one,
      Matrix.cons_val_fin_one, Complex.ofReal_neg, sub_neg_eq_add]
    push_cast
    field_simp
    ring
  unfold selfEnergy
  rw [hG, inv_div, Complex.ofReal_zero, sub_zero]
  field_simp
  ring

end

end CausalSelfEnergy
```

## In a calculation

A code that diagonalises a finite Hermitian matrix can build $G$ from eigenvalues and squared overlaps on a grid $z=\omega+i\eta$ with $\eta>0$, then evaluate `z - e - 1/G`. A positive imaginary part beyond rounding error points to a fault, such as weights that sum to more than one. Non-negative weights with a sum between zero and one pass this test, so the sum has to be checked separately. The bare term must contain the same $z$: using $\omega-e-1/G$ instead shifts the imaginary part by $-\eta$ and can hide a positive value.

```lean
#print axioms CausalSelfEnergy.dyson
#print axioms CausalSelfEnergy.causal_selfEnergy
#print axioms CausalSelfEnergy.selfEnergy_im_eq_zero_iff
#print axioms CausalSelfEnergy.two_level_selfEnergy
```

```
'CausalSelfEnergy.dyson' depends on axioms: [propext, Classical.choice, Quot.sound]
'CausalSelfEnergy.causal_selfEnergy' depends on axioms: [propext, Classical.choice, Quot.sound]
'CausalSelfEnergy.selfEnergy_im_eq_zero_iff' depends on axioms: [propext, Classical.choice, Quot.sound]
'CausalSelfEnergy.two_level_selfEnergy' depends on axioms: [propext, Classical.choice, Quot.sound]
```
